# Under real rotations of two orbitals, the least ionic weight of a real two-electron state is half the squared trace of its coefficient matrix

Consider a singlet of two electrons in which one orbital is doubly occupied with amplitude 1/√2 and the other with amplitude −1/√2. Described in these orbitals, the state is entirely closed-shell: the two electrons are always in the same orbital. Rotate the orbitals by 45° and the same state has exactly one electron in each, with closed-shell weight zero. Intermediate angles give every value in between. A percentage of ionic character quoted without its orbitals is therefore not a property of the state.

The smallest value over all rotations is such a property. For two electrons of opposite spin in two real orthonormal orbitals, with real coefficients whose squares sum to one, it is (tr C)²/2, where C is the coefficient matrix. It is reached at an explicit angle, where the two closed-shell coefficients are equal. In a two-electron, two-orbital active space with real orbitals, this gives the closed-shell weight that no rotation can remove, a number that does not depend on which rotated pair of active orbitals a program happens to print. It is not the ionic character in atom-centred orbitals: a state with both electrons in one of two such orbitals is fully ionic there, yet its least weight is 1/2, reached in delocalised orbitals.

```lean
import Mathlib

open Matrix

namespace MinimalIonicWeight

noncomputable section
```

## Coefficients and closed-shell weight

Let φ₀ and φ₁ be the orbitals, numbered from zero as in Lean. Let C_ij be the amplitude for the spin-up electron in φᵢ and the spin-down electron in φⱼ. The diagonal entries belong to doubly occupied orbitals, so the closed-shell weight is

W(C) = Σᵢ C_ii².

If the state is normalised, Σᵢⱼ C_ij² = 1 and W is a probability. The code does not impose normalisation; for a nonzero C in general, the probability is W(C) / Σᵢⱼ C_ij², and its least value is (tr C)² / (2 Σᵢⱼ C_ij²).

The word "ionic" has its chemical meaning when the two orbitals sit on different atoms or fragments. In delocalised orbitals the same number is simply the weight of double occupation. The definition allows any finite set of orbitals, labelled by the type `n`.

```lean
/-- The closed-shell (ionic) weight of a two-electron coefficient matrix: the sum of the
squared coefficients with both electrons in the same orbital. -/
def ionicWeight {n : Type*} [Fintype n] (C : Matrix n n ℝ) : ℝ := ∑ i, C i i ^ 2
```

## Rotating the orbitals

A rotation by θ defines new orbitals

φ₀′ = cos θ φ₀ − sin θ φ₁
φ₁′ = sin θ φ₀ + cos θ φ₁.

The rows of the matrix R hold the coefficients of the new orbitals in the old ones, which fixes the sign convention for θ.

```lean
/-- The rotation of two orbitals by the angle `θ`. -/
def rot (θ : ℝ) : Matrix (Fin 2) (Fin 2) ℝ :=
  !![Real.cos θ, -Real.sin θ; Real.sin θ, Real.cos θ]
```

Since R is orthogonal, the old orbitals are φᵢ = Σₖ R_ki φₖ′. Inserting this for both electrons gives the new amplitudes

C′_kl = Σᵢⱼ R_ki C_ij R_lj, that is, C′ = R C Rᵀ.

Both spins use the same spatial orbitals, so the same R appears on both sides.

```lean
/-- The coefficient matrix `R C Rᵀ` in the orbitals rotated by `θ`. -/
def rotated (θ : ℝ) (C : Matrix (Fin 2) (Fin 2) ℝ) : Matrix (Fin 2) (Fin 2) ℝ :=
  rot θ * C * (rot θ)ᵀ
```

The angle that will turn out to minimise W is built from two numbers,

x = C₀₁ + C₁₀ and y = C₀₀ − C₁₁.

Regard (x, y) as a point in the plane and take half its polar angle. For a singlet C is symmetric, so x = 2C₀₁. Lean obtains the polar angle as the argument of the complex number x + iy; the complex number is only a device for choosing the correct quadrant, and the orbitals remain real.

```lean
/-- Half the argument of the complex number with real part `C₀₁ + C₁₀` and imaginary part
`C₀₀ - C₁₁`. -/
def balanceAngle (C : Matrix (Fin 2) (Fin 2) ℝ) : ℝ :=
  Complex.arg ⟨C 0 1 + C 1 0, C 0 0 - C 1 1⟩ / 2
```

## A lower bound from the trace

The sum of the closed-shell amplitudes does not change under an orthogonal change of orbitals. Cyclic invariance of the trace gives

tr(R C Rᵀ) = tr(Rᵀ R C) = tr C.

The hypothesis `hR : Rᵀ * R = 1` states that the new orbitals are again orthonormal. The proof performs the same moves: it cycles the product, regroups it and replaces RᵀR by the identity.

```lean
/-- The trace of the coefficient matrix is unchanged by an orthogonal change of orbitals. -/
theorem trace_orbital_change {n : Type*} [Fintype n] [DecidableEq n]
    (C R : Matrix n n ℝ) (hR : Rᵀ * R = 1) : (R * C * Rᵀ).trace = C.trace := by
  rw [Matrix.trace_mul_comm, ← Matrix.mul_assoc, hR, Matrix.one_mul]
```

Fixing the sum of the diagonal entries puts a lower bound on the sum of their squares, which is positive unless the fixed sum is zero. Write dᵢ for the diagonal entries of R C Rᵀ and N for the number of orbitals. The Cauchy–Schwarz inequality, applied to (d₀, d₁, …) and (1, 1, …), gives

(tr C)² = (Σᵢ 1·dᵢ)² ≤ N Σᵢ dᵢ² = N W(R C Rᵀ).

This bound holds for any number of orbitals and for reflections as well as rotations. Whether it can be reached is settled below for two orbitals only.

```lean
/-- For any number of orbitals and any orthogonal change of orbitals, the squared trace is at
most the number of orbitals times the ionic weight. -/
theorem trace_sq_le_card_mul_ionicWeight {n : Type*} [Fintype n] [DecidableEq n]
    (C R : Matrix n n ℝ) (hR : Rᵀ * R = 1) :
    C.trace ^ 2 ≤ (Fintype.card n : ℝ) * ionicWeight (R * C * Rᵀ) := by
  rw [← trace_orbital_change C R hR]
  -- Cauchy-Schwarz for the diagonal against the constant vector
  exact sq_sum_le_card_mul_sum_sq (s := Finset.univ) (f := fun i => (R * C * Rᵀ) i i)
```

For two orbitals, the gap in the inequality can be written down exactly. From

d₀² + d₁² = (d₀ + d₁)²/2 + (d₀ − d₁)²/2

the weight splits into a part fixed by the trace and a part that measures the imbalance between the two closed-shell amplitudes. Only the second part depends on the choice of orbitals. In Lean the sums are expanded and `ring` confirms the identity.

```lean
/-- For two orbitals the ionic weight is half the squared trace plus half the squared
difference of the two closed-shell coefficients. -/
theorem ionicWeight_two (A : Matrix (Fin 2) (Fin 2) ℝ) :
    ionicWeight A = A.trace ^ 2 / 2 + (A 0 0 - A 1 1) ^ 2 / 2 := by
  rw [ionicWeight, Fin.sum_univ_two, Matrix.trace_fin_two]
  ring
```

## The angle that balances the two amplitudes

To apply the trace results to a plane rotation, one needs RᵀR = 1. The diagonal entries of RᵀR are cos²θ + sin²θ = 1, and the off-diagonal entries are −cos θ sin θ + sin θ cos θ = 0. The proof checks the four entries separately.

```lean
/-- The plane rotation of the orbitals is orthogonal. -/
theorem rot_orthogonal (θ : ℝ) : (rot θ)ᵀ * rot θ = 1 := by
  ext i j
  fin_cases i <;> fin_cases j <;>
    simp [rot, Matrix.mul_apply, Fin.sum_univ_two] <;>
    nlinarith [Real.sin_sq_add_cos_sq θ]
```

Next, multiply out the diagonal of R C Rᵀ. With c = cos θ and s = sin θ,

C′₀₀ = c² C₀₀ − cs (C₀₁ + C₁₀) + s² C₁₁
C′₁₁ = s² C₀₀ + cs (C₀₁ + C₁₀) + c² C₁₁.

Subtracting, and using c² − s² = cos 2θ and 2cs = sin 2θ,

C′₀₀ − C′₁₁ = y cos 2θ − x sin 2θ.

The Lean proof first rewrites the double angles in terms of sin θ and cos θ, then expands the matrix products and compares the two polynomials.

```lean
/-- The difference of the two closed-shell coefficients is a combination of the cosine and sine of
twice the rotation angle. -/
theorem rotated_diag_sub (θ : ℝ) (C : Matrix (Fin 2) (Fin 2) ℝ) :
    rotated θ C 0 0 - rotated θ C 1 1 =
      (C 0 0 - C 1 1) * Real.cos (2 * θ) - (C 0 1 + C 1 0) * Real.sin (2 * θ) := by
  rw [Real.cos_two_mul', Real.sin_two_mul]
  simp only [rotated, Matrix.mul_apply, Fin.sum_univ_two, Matrix.transpose_apply]
  simp [rot]
  ring
```

Let r = √(x² + y²) and let θ* be the balance angle, so that 2θ* is the polar angle of (x, y). Then

x = r cos 2θ* and y = r sin 2θ*,

and the difference becomes

y cos 2θ* − x sin 2θ* = r sin 2θ* cos 2θ* − r cos 2θ* sin 2θ* = 0.

If x = y = 0, the two amplitudes agree at every angle; Lean then sets the argument of zero to zero, and θ* = 0 serves as well as any other choice.

In the proof, `hc` and `hs` are the two polar equations. The final `linear_combination` multiplies the first by sin 2θ*, the second by cos 2θ*, and subtracts, which is the cancellation just shown.

```lean
/-- At the balance angle the two closed-shell coefficients are equal. -/
theorem balanceAngle_diag_eq (C : Matrix (Fin 2) (Fin 2) ℝ) :
    rotated (balanceAngle C) C 0 0 = rotated (balanceAngle C) C 1 1 := by
  have hc := Complex.norm_mul_cos_arg ⟨C 0 1 + C 1 0, C 0 0 - C 1 1⟩
  have hs := Complex.norm_mul_sin_arg ⟨C 0 1 + C 1 0, C 0 0 - C 1 1⟩
  have h2 : 2 * balanceAngle C = Complex.arg ⟨C 0 1 + C 1 0, C 0 0 - C 1 1⟩ := by
    unfold balanceAngle
    ring
  rw [← h2] at hc hs
  dsimp only at hc hs
  -- the polar form of the complex number cancels the oscillating difference
  apply sub_eq_zero.mp
  rw [rotated_diag_sub]
  linear_combination Real.sin (2 * balanceAngle C) * hc - Real.cos (2 * balanceAngle C) * hs
```

## The minimum and where it is reached

Combining the split of the weight with the invariance of the trace gives, for every orthogonal R,

W(R C Rᵀ) = (tr C)²/2 + (C′₀₀ − C′₁₁)²/2.

The weight equals (tr C)²/2 exactly when the square on the right vanishes, hence exactly when C′₀₀ = C′₁₁. Equality of the amplitudes includes their sign: amplitudes of equal size and opposite sign do not qualify unless both are zero. The two directions of the Lean proof are the two readings of this equation.

```lean
/-- For an orthogonal change of two orbitals, the ionic weight equals half the squared trace
exactly when the two closed-shell coefficients are equal. -/
theorem ionicWeight_eq_min_iff (C R : Matrix (Fin 2) (Fin 2) ℝ) (hR : Rᵀ * R = 1) :
    ionicWeight (R * C * Rᵀ) = C.trace ^ 2 / 2 ↔
      (R * C * Rᵀ) 0 0 = (R * C * Rᵀ) 1 1 := by
  rw [ionicWeight_two, trace_orbital_change C R hR]
  constructor
  · intro h
    have h0 : ((R * C * Rᵀ) 0 0 - (R * C * Rᵀ) 1 1) ^ 2 = 0 := by linarith
    exact sub_eq_zero.mp (pow_eq_zero_iff two_ne_zero |>.mp h0)
  · intro h
    rw [h]
    ring
```

The main theorem now has three parts. The first, `IsLeast`, says that (tr C)²/2 belongs to the set of weights obtained from all angles θ and that no member of this set lies below it. It is therefore an attained minimum and not merely a bound. The second part names an angle at which it is attained, `balanceAngle C`, and the third says that the two closed-shell amplitudes are equal there.

Attainment follows from the previous two results. The lower bound is the Cauchy–Schwarz inequality with N = 2, divided by two. No symmetry of C is assumed, so the theorem covers the singlet, where C₀₁ = C₁₀, together with every other real coefficient matrix.

```lean
/-- Over all rotations of the two orbitals, the least ionic weight is half the squared trace
of the coefficient matrix; it is attained at the balance angle, where the two closed-shell
coefficients are equal. -/
theorem minimal_ionicWeight (C : Matrix (Fin 2) (Fin 2) ℝ) :
    IsLeast (Set.range fun θ => ionicWeight (rotated θ C)) (C.trace ^ 2 / 2) ∧
      ionicWeight (rotated (balanceAngle C) C) = C.trace ^ 2 / 2 ∧
      rotated (balanceAngle C) C 0 0 = rotated (balanceAngle C) C 1 1 := by
  have hmin : ionicWeight (rotated (balanceAngle C) C) = C.trace ^ 2 / 2 :=
    (ionicWeight_eq_min_iff C _ (rot_orthogonal _)).mpr (balanceAngle_diag_eq C)
  refine ⟨⟨⟨balanceAngle C, hmin⟩, ?_⟩, hmin, balanceAngle_diag_eq C⟩
  -- the lower bound is the two-orbital case of the general inequality
  rintro w ⟨θ, rfl⟩
  have h := trace_sq_le_card_mul_ionicWeight C (rot θ) (rot_orthogonal θ)
  rw [Fintype.card_fin] at h
  push_cast at h
  change C.trace ^ 2 / 2 ≤ ionicWeight (rot θ * C * (rot θ)ᵀ)
  linarith
```

## When the ionic part can be removed

A minimum of (tr C)²/2 is zero exactly when tr C = 0. If some rotation gives W = 0, the lower bound forces (tr C)² ≤ 0, and hence tr C = 0. Conversely, if the trace vanishes, the balance angle gives W = 0. For a normalised singlet, the state then has one electron in each of the two rotated orbitals. Whether those orbitals are localised on separate atoms, as the name "covalent" suggests, depends on their shapes, which the coefficient matrix does not contain.

```lean
/-- Some rotation of the two orbitals removes the ionic weight completely exactly when the
coefficient matrix has zero trace. -/
theorem purely_covalent_iff (C : Matrix (Fin 2) (Fin 2) ℝ) :
    (∃ θ, ionicWeight (rotated θ C) = 0) ↔ C.trace = 0 := by
  obtain ⟨⟨_, hlow⟩, hmin, _⟩ := minimal_ionicWeight C
  constructor
  · rintro ⟨θ, hθ⟩
    have h : C.trace ^ 2 / 2 ≤ 0 := hlow ⟨θ, hθ⟩
    have h0 : C.trace ^ 2 = 0 := le_antisymm (by linarith) (sq_nonneg _)
    exact pow_eq_zero_iff two_ne_zero |>.mp h0
  · intro h
    refine ⟨balanceAngle C, ?_⟩
    rw [hmin, h]
    norm_num
```

The two-configuration function used for a stretched single bond or a biradical has amplitude c₁ for double occupation of φ₀ and −c₂ for double occupation of φ₁, so C = diag(c₁, −c₂). Here x = 0 and y = c₁ + c₂. At θ = π/4,

C′₀₀ − C′₁₁ = (c₁ + c₂) cos(π/2) = 0,

and since tr C = c₁ − c₂,

W = (c₁ − c₂)²/2.

By the main theorem this is the least weight that any rotation can give. With c₁² + c₂² = 1 it equals 1/2 − c₁c₂. A single closed-shell configuration, c₂ = 0, retains an ionic weight of 1/2. The state from the opening, c₁ = c₂ = 1/√2, has none. The Lean proof inserts the trace and the vanishing cosine into the two-orbital split of the weight.

```lean
/-- For the two-configuration function with coefficients `c₁` and `-c₂` on the two doubly
occupied orbitals, rotation by `π/4` gives the ionic weight `(c₁ - c₂)² / 2`. -/
theorem two_configuration_ionicWeight (c₁ c₂ : ℝ) :
    ionicWeight (rotated (Real.pi / 4) !![c₁, 0; 0, -c₂]) = (c₁ - c₂) ^ 2 / 2 := by
  have hangle : 2 * (Real.pi / 4) = Real.pi / 2 := by ring
  have htr : (rotated (Real.pi / 4) !![c₁, 0; 0, -c₂]).trace = c₁ - c₂ := by
    rw [rotated, trace_orbital_change _ _ (rot_orthogonal _), Matrix.trace_fin_two]
    simp [sub_eq_add_neg]
  -- at this angle the two closed-shell coefficients agree
  rw [ionicWeight_two, rotated_diag_sub, htr, hangle, Real.cos_pi_div_two]
  simp

end

end MinimalIonicWeight
```

## Complex orbitals can change the answer

The statement fixes the space spanned by the two orbitals and varies only real orthonormal pairs within it. It does not treat overlapping valence-bond orbitals, further electrons or the energy of the state.

A different model would admit complex orbitals. The coefficient matrix would then change as U C Uᵀ with U unitary, up to the convention for complex conjugation, and the weight would be a sum of squared moduli. The trace is no longer invariant, because UᵀU need not be the identity, and the minimum can be lower. Take C = diag(1, 1)/√2. Every real rotation leaves it unchanged, with weight 1. Multiplying the second orbital by the phase i turns it into diag(1, −1)/√2, and a rotation by π/4 then brings the weight to zero. This comparison is a calculation by hand; the theorems above concern real orbitals throughout.

```lean
#print axioms MinimalIonicWeight.minimal_ionicWeight
#print axioms MinimalIonicWeight.purely_covalent_iff
#print axioms MinimalIonicWeight.two_configuration_ionicWeight
```

```
'MinimalIonicWeight.minimal_ionicWeight' depends on axioms: [propext, Classical.choice, Quot.sound]
'MinimalIonicWeight.purely_covalent_iff' depends on axioms: [propext, Classical.choice, Quot.sound]
'MinimalIonicWeight.two_configuration_ionicWeight' depends on axioms: [propext, Classical.choice, Quot.sound]
```
